# With a ≠ 0, the Berthelot pressure and the van der Waals form of the entropy break the Maxwell relation ∂S/∂V = ∂p/∂T

The theorem takes the Berthelot pressure p = kT/(V−b) − a/(TV²) and the entropy S = k log(V−b) + c log T, with a ≠ 0, b ≥ 0, T > 0 and V > b, while k and c are any real numbers. It states that ∂p/∂T at fixed V is k/(V−b) + a/(T²V²), that ∂S/∂V at fixed T is k/(V−b), and that these two values differ, so that the Maxwell relation equating them fails at every such state. The attempt builds each derivative from the standard rules and uses `convert` to match it to the stated form. The inequality then follows because a/(T²V²) is not zero.

The first attempt, which Lean rejects:

```lean
import Mathlib

noncomputable section

namespace BerthelotConsistency

/-- The Berthelot pressure `kT/(V-b) - a/(TV²)`, for `T > 0` and `V > b ≥ 0`. -/
def berthelotPressure (a b k T V : ℝ) : ℝ := k * T / (V - b) - a / (T * V ^ 2)

/-- The van der Waals form of the entropy, `k log(V-b) + c log T`,
for `T > 0` and `V > b`. -/
def vdwEntropy (b k c T V : ℝ) : ℝ := k * Real.log (V - b) + c * Real.log T

/-- For the Berthelot pressure and the van der Waals entropy, `∂p/∂T` and `∂S/∂V`
differ by `a/(T²V²)`, so the Maxwell relation fails at every state when `a ≠ 0`. -/
theorem maxwell_relation_fails {a b T V : ℝ} (k c : ℝ) (ha : a ≠ 0) (hb : 0 ≤ b)
    (hT : 0 < T) (hV : b < V) :
    HasDerivAt (fun t => berthelotPressure a b k t V)
        (k / (V - b) + a / (T ^ 2 * V ^ 2)) T ∧
      HasDerivAt (fun v => vdwEntropy b k c T v) (k / (V - b)) V ∧
      k / (V - b) + a / (T ^ 2 * V ^ 2) ≠ k / (V - b) := by
  have hV0 : 0 < V := lt_of_le_of_lt hb hV
  have hVb : V - b ≠ 0 := (sub_pos.mpr hV).ne'
  refine ⟨?_, ?_, ?_⟩
  · have h := ((hasDerivAt_id' T).const_mul (k / (V - b))).fun_sub
      ((hasDerivAt_inv hT.ne').const_mul (a / V ^ 2))
    convert h using 1
    · funext t
      simp only [berthelotPressure]
      ring
    · ring
  · have h := ((((hasDerivAt_id' V).sub_const b).log hVb).const_mul k).add_const
      (c * Real.log T)
    convert h using 1
    ring
  · intro h
    have h0 : a / (T ^ 2 * V ^ 2) ≠ 0 :=
      div_ne_zero ha (mul_pos (pow_pos hT 2) (pow_pos hV0 2)).ne'
    exact h0 (by linarith)

end BerthelotConsistency
```

The error:

```
Main.lean:28:6: error: Tactic `apply` failed: could not unify the conclusion of `@funext`
  ?f = ?g
with the goal
  Real.instAddCommGroup = Real.normedAddCommGroup.toAddCommGroup

Note: The full type of `@funext` is
  ∀ {α : Sort ?u.149} {β : α → Sort ?u.148} {f g : (x : α) → β x}, (∀ (x : α), f x = g x) → f = g

case e'_4
a b T V k c : ℝ
ha : a ≠ 0
hb : 0 ≤ b
hT : 0 < T
hV : b < V
hV0 : 0 < V
hVb : V - b ≠ 0
h : HasDerivAt (fun i => k / (V - b) * i - a / V ^ 2 * i⁻¹) (k / (V - b) * 1 - a / V ^ 2 * -(T ^ 2)⁻¹) T
⊢ Real.instAddCommGroup = Real.normedAddCommGroup.toAddCommGroup
Main.lean:31:6: error: `ring_nf` made no progress on the goal
Main.lean:25:2: error: unsolved goals
case e'_8
a b T V k c : ℝ
ha : a ≠ 0
hb : 0 ≤ b
hT : 0 < T
hV : b < V
hV0 : 0 < V
hVb : V - b ≠ 0
h : HasDerivAt (fun i => k / (V - b) * i - a / V ^ 2 * i⁻¹) (k / (V - b) * 1 - a / V ^ 2 * -(T ^ 2)⁻¹) T
⊢ (fun t => berthelotPressure a b k t V) = fun i => k / (V - b) * i - a / V ^ 2 * i⁻¹

case e'_9
a b T V k c : ℝ
ha : a ≠ 0
hb : 0 ≤ b
hT : 0 < T
hV : b < V
hV0 : 0 < V
hVb : V - b ≠ 0
h : HasDerivAt (fun i => k / (V - b) * i - a / V ^ 2 * i⁻¹) (k / (V - b) * 1 - a / V ^ 2 * -(T ^ 2)⁻¹) T
⊢ k / (V - b) + a / (T ^ 2 * V ^ 2) = k / (V - b) * 1 - a / V ^ 2 * -(T ^ 2)⁻¹
Main.lean:35:4: error: `ring_nf` made no progress on the goal
```

The repair, with which the file compiles:

```diff
@@ -25,13 +25,14 @@
   · have h := ((hasDerivAt_id' T).const_mul (k / (V - b))).fun_sub
       ((hasDerivAt_inv hT.ne').const_mul (a / V ^ 2))
-    convert h using 1
-    · funext t
+    have hf : (fun t => berthelotPressure a b k t V) =
+        fun t => k / (V - b) * t - a / V ^ 2 * t⁻¹ := by
+      funext t
       simp only [berthelotPressure]
       ring
-    · ring
+    rw [hf]
+    exact h.congr_deriv (by ring)
   · have h := ((((hasDerivAt_id' V).sub_const b).log hVb).const_mul k).add_const
       (c * Real.log T)
-    convert h using 1
-    ring
+    exact h.congr_deriv (by ring)
   · intro h
     have h0 : a / (T ^ 2 * V ^ 2) ≠ 0 :=
```

Cause. In the pressure part, `convert h using 1` left more goals than the two bullets expected. The first asks that two additive group structures on the reals be equal, which is no equation between functions written out for `funext`, so `funext t` fails. The second bullet's `ring` met another goal, not printed, and made no progress. The intended goals, `e'_8` for the function and `e'_9` for the derivative's value, were left unsolved. In the entropy part `ring` also fails right after `convert`; its goal is not printed, but the same cause would explain it.

The repair drops `convert`. For the pressure, `hf` proves the equality of functions separately and `rw [hf]` puts the goal's function in the form `h` has. `h.congr_deriv` then leaves only the equality of derivative values to `ring`, and `exact` accepts the two group structures as the same by definition. The entropy needs no rewriting, since `vdwEntropy` unfolds to the function in `h`.
